# Products of Gaussians miss the dispersion energy of two coupled oscillators

Take two identical oscillators with $\hbar=m=\omega=1$, coupled by $c\,xy$, and put each in its own ground state, centred at the origin. Each has energy $\tfrac12$. In a product state the coupling averages to $c\langle x\rangle\langle y\rangle=0$, so the total is $1$ for every $c$. Now shift the centres to $p$ and $-p$. The coupling energy becomes $-cp^2$, but stretching the two springs costs $p^2$, and the net change $(1-c)p^2$ is not negative when $|c|<1$. A product state can respond to the coupling only through mean displacements, and these do not pay.

For $|c|<1$, the minimum energy over all products of displaced Gaussians is exactly $1$, while the coupled Hamiltonian has the eigenvalue
$$E(c)=\tfrac12\left(\sqrt{1+c}+\sqrt{1-c}\right)\le 1-\tfrac{c^2}{8}.$$
The constant $c$ stands for the dipole–dipole coupling of two polarisable atoms at fixed separation, measured against the spring constant. In this model of two harmonic oscillators, the attraction known as dispersion is pure correlation energy, which a single product of Gaussian orbitals leaves out.

## Mean-field energy as a sum of squares

Let the orbitals be $e^{-a(x-p)^2/2}$ and $e^{-b(y-q)^2/2}$ with $a,b>0$. After normalisation by $(a/\pi)^{1/4}$, the first has the position density $\sqrt{a/\pi}\,e^{-a(x-p)^2}$, with mean $p$ and variance $1/(2a)$.

For a real orbital $\phi$ the kinetic energy is $\tfrac12\int\phi'^2=\tfrac12\langle(\phi'/\phi)^2\rangle$. Here $\phi'/\phi=-a(x-p)$, which gives $\tfrac12a^2\cdot\tfrac1{2a}=\tfrac a4$. The spring energy is $\tfrac12\langle x^2\rangle=\tfrac12p^2+\tfrac1{4a}$. The second oscillator contributes likewise, and the coupling gives $cpq$. Hence
$$E_{\rm mf}=\tfrac14\left(a+\tfrac1a+b+\tfrac1b\right)+\tfrac12(p^2+q^2)+cpq.$$
Since $a+1/a=2+(a-1)^2/a$, and since
$$\tfrac12(p^2+q^2)+cpq=\tfrac{1+c}4(p+q)^2+\tfrac{1-c}4(p-q)^2,$$
we obtain
$$E_{\rm mf}=1+\frac{(a-1)^2}{4a}+\frac{(b-1)^2}{4b}+\frac{1+c}4(p+q)^2+\frac{1-c}4(p-q)^2.$$
For $|c|<1$ every added term is nonnegative, and all vanish only at $a=b=1$, $p=q=0$.

## The correlated Gaussian and its energy

Write $u=\sqrt{1+c}$ and $w=\sqrt{1-c}$, the frequencies of the two normal modes, and let
$$\psi=\exp\left(-\tfrac14\left[u(x+y)^2+w(x-y)^2\right]\right).$$
Then $\partial_x\psi=-\tfrac12[u(x+y)+w(x-y)]\psi$, and differentiating again,
$$\partial_x^2\psi=\left(\tfrac14[u(x+y)+w(x-y)]^2-\tfrac12(u+w)\right)\psi.$$
The derivative $\partial_y^2\psi$ has the same form with the sign of $w(x-y)$ reversed, so the cross terms cancel in the sum:
$$-\tfrac12(\partial_x^2+\partial_y^2)\psi=\left(\tfrac12(u+w)-\tfrac14\left[u^2(x+y)^2+w^2(x-y)^2\right]\right)\psi.$$
The potential is $\tfrac14[(1+c)(x+y)^2+(1-c)(x-y)^2]$. It cancels the quadratic part, leaving the eigenvalue $E(c)=\tfrac12(u+w)$.

For the bound, $(uw)^2=1-c^2$ and $(uw-1)^2\ge0$ give $uw\le1-c^2/2$. Therefore
$$(u+w)^2=2+2uw\le4-c^2\le\left(2-\tfrac{c^2}4\right)^2.$$
Both $u+w$ and $2-c^2/4$ are nonnegative, so $u+w\le2-c^2/4$, and halving gives the claim.

## Numbers for $c=24/25$

Here $u=7/5$ and $w=1/5$, so $E(c)=0.8$. The bound is $1-0.9216/8=0.8848$, and the best Gaussian product gives $1$. A trial product with $a=2$, $b=1$, $p=1$, $q=-1$ has energy $1.125+1-0.96=1.165$. The sum of squares gives the same value, $1+0.125+0.04$.

## Beyond the stable range

Take $c=2$, $a=b=1$, $p=t$, $q=-t$. The energy is $1-t^2$, which has no lower bound. The same happens whenever $|c|>1$, so the minimum requires $|c|\le1$. Uniqueness of the minimiser also requires $|c|\ne1$: at $c=1$ the displacements $p=1$, $q=-1$ with unit exponents again give energy $1$.

## The model in Lean

```lean
import Mathlib

open MeasureTheory ProbabilityTheory

namespace MeanFieldDispersion

noncomputable section
```

The orbital is left unnormalised; its normalised density enters as a separate object.

```lean
/-- Unnormalised Gaussian orbital of one oscillator, centred at `p`, with exponent `a`. -/
def orbital (a p x : ℝ) : ℝ := Real.exp (-a * (x - p) ^ 2 / 2)
```

`density a p` is a Gaussian probability measure. The variance argument of `gaussianReal` is a nonnegative real, hence `Real.toNNReal`; for $a\le0$ it would collapse to zero, so the theorems on the energy use positive exponents.

```lean
/-- Position distribution of an oscillator in the orbital with exponent `a > 0` and centre `p`:
the Gaussian of mean `p` and variance `1/(2a)`. -/
def density (a p : ℝ) : Measure ℝ := gaussianReal p (Real.toNNReal (1 / (2 * a)))
```

The mean-field energy is a double integral over the two densities, with `logDeriv` standing for $\phi'/\phi$. The kinetic energy is thus defined in its squared-gradient form; its agreement with the expectation value of the differential operator is the usual integration by parts.

```lean
/-- Energy of two unit oscillators coupled by `c x y` in a product of two Gaussian orbitals
with exponents `a, b > 0`. The kinetic energy is the mean of half the squared logarithmic
derivative of each orbital. -/
def meanFieldEnergy (c a b p q : ℝ) : ℝ :=
  ∫ x, ∫ y, (((logDeriv (orbital a p) x) ^ 2 + (logDeriv (orbital b q) y) ^ 2) / 2
    + (x ^ 2 + y ^ 2) / 2 + c * x * y) ∂density b q ∂density a p
```

The Hamiltonian acts on real functions of two coordinates through iterated derivatives. It is a pointwise differential expression, with no Hilbert space or operator domain attached.

```lean
/-- The Hamiltonian of two unit oscillators coupled by `c x y`, acting on a wavefunction. -/
def pairHamiltonian (c : ℝ) (ψ : ℝ → ℝ → ℝ) (x y : ℝ) : ℝ :=
  -(deriv (deriv (fun s => ψ s y)) x + deriv (deriv (fun s => ψ x s)) y) / 2
    + ((x ^ 2 + y ^ 2) / 2 + c * x * y) * ψ x y
```

The next two definitions are $\psi$, unnormalised, and $E(c)$.

```lean
/-- Correlated Gaussian built from the two normal modes, for `|c| < 1`. -/
def pairState (c x y : ℝ) : ℝ :=
  Real.exp (-(√(1 + c) * (x + y) ^ 2 + √(1 - c) * (x - y) ^ 2) / 4)

/-- Sum of the zero-point energies of the two normal modes, for `|c| < 1`. -/
def exactEnergy (c : ℝ) : ℝ := (√(1 + c) + √(1 - c)) / 2
```

## Averages in a Gaussian orbital

The first theorem ties the measure to the wavefunction: its density is the squared orbital times $\sqrt{a/\pi}$. The proof rewrites the variance and splits the exponential into two equal factors.

```lean
/-- For `a > 0` the probability density used for an oscillator is its squared orbital,
normalised by `√(a/π)`. -/
theorem density_eq_orbital_sq {a : ℝ} (ha : 0 < a) (p x : ℝ) :
    gaussianPDFReal p (Real.toNNReal (1 / (2 * a))) x
      = √(a / Real.pi) * orbital a p x ^ 2 := by
  have hpi := Real.pi_pos
  have h1 : 2 * Real.pi * (1 / (2 * a)) = (a / Real.pi)⁻¹ := by field_simp
  have h2 : 2 * (1 / (2 * a)) = a⁻¹ := by field_simp
  have h3 : -(x - p) ^ 2 / a⁻¹ = -a * (x - p) ^ 2 / 2 + -a * (x - p) ^ 2 / 2 := by
    rw [div_inv_eq_mul]; ring
  rw [gaussianPDFReal, Real.coe_toNNReal _ (by positivity), h1, h2, h3, Real.sqrt_inv,
    inv_inv, Real.exp_add, orbital, pow_two (Real.exp _)]
```

The chain rule gives $\phi'=-a(x-p)\phi$, and the nonzero factor $\phi$ is divided out.

```lean
/-- The logarithmic derivative of a Gaussian orbital is linear in the displacement. -/
theorem logDeriv_orbital (a p x : ℝ) : logDeriv (orbital a p) x = -a * (x - p) := by
  have hsq : HasDerivAt (fun s : ℝ => (s - p) ^ 2) (2 * (x - p)) x := by
    simpa using ((hasDerivAt_id' x).sub_const p).fun_pow 2
  have h : HasDerivAt (orbital a p) (-a * (x - p) * orbital a p x) x :=
    ((hsq.const_mul (-a)).div_const 2).exp.congr_deriv (by unfold orbital; ring)
  rw [logDeriv_apply, h.deriv]
  exact mul_div_cancel_right₀ _ (Real.exp_pos _).ne'
```

All the averages needed are contained in one formula for $A(x-p)^2+Bx+C$. The proof establishes integrability, takes the mean and variance from Mathlib, and combines them by linearity.

```lean
/-- Average of a quadratic function of position in a Gaussian orbital with `a > 0`. -/
theorem gaussian_average {a : ℝ} (ha : 0 < a) (p A B C : ℝ) :
    ∫ x, (A * (x - p) ^ 2 + B * x + C) ∂density a p = A / (2 * a) + B * p + C := by
  unfold density
  set v := Real.toNNReal (1 / (2 * a)) with hv
  have hva : (v : ℝ) = 1 / (2 * a) := Real.coe_toNNReal _ (by positivity)
  have h2 : MemLp (fun x : ℝ => x) 2 (gaussianReal p v) := by
    exact_mod_cast memLp_id_gaussianReal (μ := p) (v := v) 2
  have i1 : Integrable (fun x : ℝ => x) (gaussianReal p v) := h2.integrable one_le_two
  have i2 : Integrable (fun x : ℝ => (x - p) ^ 2) (gaussianReal p v) :=
    (h2.sub (memLp_const p)).integrable_sq
  -- the second central moment is the variance
  have hvar : ∫ x, (x - p) ^ 2 ∂gaussianReal p v = v := by
    have h := variance_fun_id_gaussianReal (μ := p) (v := v)
    rw [variance_eq_integral (by fun_prop)] at h
    simpa only [integral_id_gaussianReal] using h
  have i3 : Integrable (fun x : ℝ => A * (x - p) ^ 2 + B * x) (gaussianReal p v) :=
    (i2.const_mul A).add (i1.const_mul B)
  rw [integral_add i3 (integrable_const C),
    integral_add (i2.const_mul A) (i1.const_mul B), integral_const_mul, integral_const_mul,
    hvar, integral_id_gaussianReal, hva]
  simp only [integral_const, probReal_univ, smul_eq_mul]
  ring
```

## The minimum and where it is attained

The closed formula applies that average twice. The step `inner` integrates over $y$ at fixed $x$ and arranges the result as a quadratic in $x$ of the required form; the outer integral then follows.

```lean
/-- Closed form of the product-Gaussian energy for exponents `a, b > 0`: the coupling enters
only through the mean displacements `p` and `q`. -/
theorem meanFieldEnergy_eq {a b : ℝ} (ha : 0 < a) (hb : 0 < b) (c p q : ℝ) :
    meanFieldEnergy c a b p q
      = (a + 1 / a + b + 1 / b) / 4 + (p ^ 2 + q ^ 2) / 2 + c * p * q := by
  -- average over the second oscillator at fixed position of the first
  have inner : ∀ x, ∫ y, (((-a * (x - p)) ^ 2 + (-b * (y - q)) ^ 2) / 2
      + (x ^ 2 + y ^ 2) / 2 + c * x * y) ∂density b q
      = (a ^ 2 + 1) / 2 * (x - p) ^ 2 + (p + c * q) * x
        + ((b ^ 2 + 1) / 2 / (2 * b) + q ^ 2 / 2 - p ^ 2 / 2) := by
    intro x
    have h := gaussian_average hb q ((b ^ 2 + 1) / 2) (q + c * x)
      (-q ^ 2 / 2 + (a ^ 2 * (x - p) ^ 2 + x ^ 2) / 2)
    refine Eq.trans ?_ (h.trans (by ring))
    refine integral_congr_ae (Filter.Eventually.of_forall fun y => ?_)
    ring
  unfold meanFieldEnergy
  simp only [logDeriv_orbital, inner]
  rw [gaussian_average ha]
  field_simp
  ring
```

Clearing denominators with `field_simp` and expanding with `ring` confirms the sum of squares. This identity holds for every real $c$.

```lean
/-- For `a, b > 0` the energy is 1 plus the costs of distorting the two widths and of
displacing the two normal modes. -/
theorem meanFieldEnergy_excess {a b : ℝ} (ha : 0 < a) (hb : 0 < b) (c p q : ℝ) :
    meanFieldEnergy c a b p q = 1 + (a - 1) ^ 2 / (4 * a) + (b - 1) ^ 2 / (4 * b)
      + (1 + c) * (p + q) ^ 2 / 4 + (1 - c) * (p - q) ^ 2 / 4 := by
  rw [meanFieldEnergy_eq ha hb]
  field_simp
  ring
```

The assumption `|c| < 1` makes both mode coefficients positive. If the energy is $1$, four nonnegative terms sum to zero; `linarith` makes each vanish, and the resulting linear equations fix $a,b,p,q$.

```lean
/-- For `|c| < 1` and `a, b > 0` the product-Gaussian energy equals 1 only for the undisplaced
orbitals of the uncoupled oscillators. -/
theorem meanFieldEnergy_eq_one_iff {a b c : ℝ} (hc : |c| < 1) (ha : 0 < a) (hb : 0 < b)
    (p q : ℝ) : meanFieldEnergy c a b p q = 1 ↔ a = 1 ∧ b = 1 ∧ p = 0 ∧ q = 0 := by
  obtain ⟨hl, hr⟩ := abs_lt.1 hc
  have hp : 0 < 1 + c := by linarith
  have hm : 0 < 1 - c := by linarith
  rw [meanFieldEnergy_excess ha hb]
  constructor
  · intro h
    -- four nonnegative costs add up to zero, so each vanishes
    have t1 : 0 ≤ (a - 1) ^ 2 / (4 * a) := by positivity
    have t2 : 0 ≤ (b - 1) ^ 2 / (4 * b) := by positivity
    have t3 : 0 ≤ (1 + c) * (p + q) ^ 2 / 4 := by positivity
    have t4 : 0 ≤ (1 - c) * (p - q) ^ 2 / 4 := by positivity
    have e1 : (a - 1) ^ 2 = 0 :=
      (div_eq_zero_iff.1 (by linarith : (a - 1) ^ 2 / (4 * a) = 0)).resolve_right
        (by positivity)
    have e2 : (b - 1) ^ 2 = 0 :=
      (div_eq_zero_iff.1 (by linarith : (b - 1) ^ 2 / (4 * b) = 0)).resolve_right
        (by positivity)
    have e3 : (p + q) ^ 2 = 0 :=
      (mul_eq_zero.1 (by linarith : (1 + c) * (p + q) ^ 2 = 0)).resolve_left hp.ne'
    have e4 : (p - q) ^ 2 = 0 :=
      (mul_eq_zero.1 (by linarith : (1 - c) * (p - q) ^ 2 = 0)).resolve_left hm.ne'
    have f1 := pow_eq_zero_iff two_ne_zero |>.1 e1
    have f2 := pow_eq_zero_iff two_ne_zero |>.1 e2
    have f3 := pow_eq_zero_iff two_ne_zero |>.1 e3
    have f4 := pow_eq_zero_iff two_ne_zero |>.1 e4
    refine ⟨?_, ?_, ?_, ?_⟩ <;> linarith
  · rintro ⟨rfl, rfl, rfl, rfl⟩
    norm_num
```

## The eigenvalue equation

The step `second` computes $\partial_x^2\psi$ as above, and `symm` carries it over to the other coordinate. The final `linear_combination` inserts $u^2=1+c$ and $w^2=1-c$, which is where the potential cancels.

The theorem says that $E(c)$ satisfies the eigenvalue equation at every point $(x,y)$. That $\psi$ is square-integrable and is the ground state is standard oscillator theory, taken here as background.

```lean
/-- For `|c| < 1` the correlated Gaussian is an eigenfunction of the coupled Hamiltonian, with
the zero-point energy of the normal modes as eigenvalue. -/
theorem pairState_eigen {c : ℝ} (hc : |c| < 1) (x y : ℝ) :
    pairHamiltonian c (pairState c) x y = exactEnergy c * pairState c x y := by
  obtain ⟨hl, hr⟩ := abs_lt.1 hc
  have hu : √(1 + c) ^ 2 = 1 + c := Real.sq_sqrt (by linarith)
  have hw : √(1 - c) ^ 2 = 1 - c := Real.sq_sqrt (by linarith)
  have symm : ∀ s t, pairState c s t = pairState c t s := by
    intro s t
    unfold pairState
    congr 1
    ring
  -- second derivative in the first coordinate
  have second : ∀ t z, deriv (deriv (fun s => pairState c s t)) z
      = ((√(1 + c) * (z + t) + √(1 - c) * (z - t)) ^ 2 / 4
        - (√(1 + c) + √(1 - c)) / 2) * pairState c z t := by
    intro t z
    have h1 : ∀ r, HasDerivAt (fun s => pairState c s t)
        (-(√(1 + c) * (r + t) + √(1 - c) * (r - t)) / 2 * pairState c r t) r := by
      intro r
      have hp : HasDerivAt (fun s : ℝ => (s + t) ^ 2) (2 * (r + t)) r := by
        simpa using ((hasDerivAt_id' r).add_const t).fun_pow 2
      have hm : HasDerivAt (fun s : ℝ => (s - t) ^ 2) (2 * (r - t)) r := by
        simpa using ((hasDerivAt_id' r).sub_const t).fun_pow 2
      exact (((hp.const_mul √(1 + c)).fun_add (hm.const_mul √(1 - c))).fun_neg.div_const
        4).exp.congr_deriv (by unfold pairState; ring)
    have h2 := ((((hasDerivAt_id' z).add_const t).const_mul √(1 + c)).fun_add
      (((hasDerivAt_id' z).sub_const t).const_mul √(1 - c))).fun_neg.div_const 2
    rw [funext fun r => (h1 r).deriv, (h2.fun_mul (h1 z)).deriv]
    ring
  unfold pairHamiltonian exactEnergy
  rw [funext fun s => symm x s, second y x, second x y]
  simp only [symm y x]
  linear_combination (-(pairState c x y * (x + y) ^ 2 / 4)) * hu
    - (pairState c x y * (x - y) ^ 2 / 4) * hw
```

## The gap between the two energies

`IsLeast` says two things: $1$ is the energy of some Gaussian product, and no Gaussian product has a lower one. The set ranges over all positive exponents and all real centres, but not over orbitals of other shapes. The first part uses the undisplaced unit Gaussians, the second the sum of squares.

The bound on `exactEnergy` is proved by contradiction: if $u+w$ exceeded $2-c^2/4$, squaring would conflict with $uw\le1-c^2/2$. For $c\ne0$ the two energies therefore differ by at least $c^2/8$; at $c=0$ they coincide.

```lean
/-- For `|c| < 1` the minimum energy over all products of displaced Gaussians is 1, whatever the
coupling, while the normal-mode zero-point energy is at most `1 - c²/8`. -/
theorem mean_field_misses_dispersion {c : ℝ} (hc : |c| < 1) :
    IsLeast {E | ∃ a b p q : ℝ, 0 < a ∧ 0 < b ∧ E = meanFieldEnergy c a b p q} 1
      ∧ exactEnergy c ≤ 1 - c ^ 2 / 8 := by
  obtain ⟨hl, hr⟩ := abs_lt.1 hc
  have hp : 0 < 1 + c := by linarith
  have hm : 0 < 1 - c := by linarith
  refine ⟨⟨⟨1, 1, 0, 0, one_pos, one_pos, ?_⟩, ?_⟩, ?_⟩
  · exact ((meanFieldEnergy_eq_one_iff hc one_pos one_pos 0 0).2 ⟨rfl, rfl, rfl, rfl⟩).symm
  · rintro E ⟨a, b, p, q, ha, hb, rfl⟩
    rw [meanFieldEnergy_excess ha hb]
    have t1 : 0 ≤ (a - 1) ^ 2 / (4 * a) := by positivity
    have t2 : 0 ≤ (b - 1) ^ 2 / (4 * b) := by positivity
    have t3 : 0 ≤ (1 + c) * (p + q) ^ 2 / 4 := by positivity
    have t4 : 0 ≤ (1 - c) * (p - q) ^ 2 / 4 := by positivity
    linarith
  · have hu : √(1 + c) ^ 2 = 1 + c := Real.sq_sqrt hp.le
    have hw : √(1 - c) ^ 2 = 1 - c := Real.sq_sqrt hm.le
    -- the product of the mode frequencies is at most 1 - c²/2
    have huw : √(1 + c) * √(1 - c) ≤ 1 - c ^ 2 / 2 := by
      have h : (√(1 + c) * √(1 - c)) ^ 2 = 1 - c ^ 2 := by
        rw [mul_pow, hu, hw]; ring
      nlinarith [sq_nonneg (√(1 + c) * √(1 - c) - 1)]
    unfold exactEnergy
    by_contra hcon
    have hlt : 2 - c ^ 2 / 4 < √(1 + c) + √(1 - c) := by linarith [not_le.1 hcon]
    have h0 : 0 ≤ 2 - c ^ 2 / 4 := by nlinarith
    have hsq := mul_self_lt_mul_self h0 hlt
    nlinarith [sq_nonneg (c ^ 2)]
```

The last theorem treats $|c|>1$. Given any target $M$, it chooses $t\ge1$ with $t(|c|-1)>1-M$. Since $t^2\ge t$, the energy $1-t^2(|c|-1)$ lies below $M$. The sign of $c$ decides whether the centres move in opposite directions or together.

```lean
/-- For `|c| > 1` the product-Gaussian energy is unbounded below, already at unit exponents. -/
theorem meanFieldEnergy_unbounded {c : ℝ} (hc : 1 < |c|) (M : ℝ) :
    ∃ p q : ℝ, meanFieldEnergy c 1 1 p q < M := by
  have hd : 0 < |c| - 1 := by linarith
  -- a displacement t along the unstable mode lowers the energy by t² (|c| - 1)
  obtain ⟨t, ht1, ht⟩ : ∃ t : ℝ, 1 ≤ t ∧ 1 - M < t * (|c| - 1) := by
    refine ⟨1 + |1 - M| / (|c| - 1), ?_, ?_⟩
    · have : 0 ≤ |1 - M| / (|c| - 1) := by positivity
      linarith
    · rw [add_mul, div_mul_cancel₀ _ hd.ne']
      linarith [le_abs_self (1 - M)]
  have key : 1 - M < t ^ 2 * (|c| - 1) := by
    have h : 0 ≤ t * (t - 1) * (|c| - 1) :=
      mul_nonneg (mul_nonneg (by linarith) (by linarith)) hd.le
    nlinarith
  rcases le_total 0 c with h | h
  · rw [abs_of_nonneg h] at key
    refine ⟨t, -t, ?_⟩
    rw [meanFieldEnergy_eq one_pos one_pos]
    nlinarith
  · rw [abs_of_nonpos h] at key
    refine ⟨t, t, ?_⟩
    rw [meanFieldEnergy_eq one_pos one_pos]
    nlinarith

end

end MeanFieldDispersion
```

```lean
#print axioms MeanFieldDispersion.density_eq_orbital_sq
-- 'MeanFieldDispersion.density_eq_orbital_sq' depends on axioms: [propext, Classical.choice, Quot.sound]
#print axioms MeanFieldDispersion.pairState_eigen
-- 'MeanFieldDispersion.pairState_eigen' depends on axioms: [propext, Classical.choice, Quot.sound]
#print axioms MeanFieldDispersion.mean_field_misses_dispersion
-- 'MeanFieldDispersion.mean_field_misses_dispersion' depends on axioms: [propext, Classical.choice, Quot.sound]
#print axioms MeanFieldDispersion.meanFieldEnergy_unbounded
-- 'MeanFieldDispersion.meanFieldEnergy_unbounded' depends on axioms: [propext, Classical.choice, Quot.sound]
```
